# The weighted path sum of a walker's overlap is the overlap with the mean propagator's power applied to the starting vector

A walker starts at a vector φ and is multiplied at each of m steps by a matrix B(x) chosen by a field x, and `pathMean_walker` states that its overlap with T, summed over all field paths with the product of the weights p(x) for each path, equals ⟨T, B̄ᵐφ⟩, where B̄ = ∑ p(x)B(x). The fields take finitely many values, the vectors are finite-dimensional and need not be normalised, and the overlap is not divided by any norm. The weights are any real numbers; if they form a probability distribution, the sum is the average over independently drawn fields. The proof is by induction on m for all T at once: it moves one factor B̄ onto T as its adjoint, applies the induction hypothesis, splits each longer path into a shorter path and a last field, and then means to move B̄ back and average over that last field.

In Lean, a first try:

```lean
import Mathlib

open Matrix Filter Topology

namespace PathMeanWalker

noncomputable section

variable {X n : Type*} [Fintype n]

/-- The overlap `⟨T, φ⟩`, conjugate-linear in `T`. -/
def overlap (T φ : n → ℂ) : ℂ := star T ⬝ᵥ φ

/-- The walker after `m` steps, `φ_m = B(x_m) ⋯ B(x_1) φ`. -/
def walker (B : X → Matrix n n ℂ) (φ : n → ℂ) : (m : ℕ) → (Fin m → X) → n → ℂ
  | 0, _ => φ
  | m + 1, x => B (x (Fin.last m)) *ᵥ walker B φ m (fun i => x i.castSucc)

/-- A matrix moves from one side of the overlap to the other as its adjoint. -/
theorem overlap_adjoint (A : Matrix n n ℂ) (T φ : n → ℂ) :
    overlap (Aᴴ *ᵥ T) φ = overlap T (A *ᵥ φ) := by
  simp only [overlap, Matrix.star_mulVec, Matrix.conjTranspose_conjTranspose,
    Matrix.dotProduct_mulVec]

variable [Fintype X]

/-- The sum of `f` over paths of `m` fields, weighted by the product of the `p (x i)` and called the
path average or mean below. If `p` is a probability distribution, it is the average over independent
fields drawn from `p`. -/
def pathMean (p : X → ℝ) (m : ℕ) (f : (Fin m → X) → ℂ) : ℂ :=
  ∑ x : Fin m → X, (∏ i, (p (x i) : ℂ)) * f x

/-- The weighted sum `∑ p(x) B(x)`, called the mean propagator; it is the mean of the one-step
propagators if `p` is a probability distribution. -/
def meanB (p : X → ℝ) (B : X → Matrix n n ℂ) : Matrix n n ℂ := ∑ x, (p x : ℂ) • B x

/-- Averaging the overlap over one field gives the overlap with the mean propagator. -/
theorem overlap_meanB (p : X → ℝ) (B : X → Matrix n n ℂ) (T v : n → ℂ) :
    overlap T (meanB p B *ᵥ v) = ∑ a, (p a : ℂ) * overlap T (B a *ᵥ v) := by
  simp only [overlap, meanB, dotProduct, Matrix.mulVec, Matrix.sum_apply, Matrix.smul_apply,
    smul_eq_mul, Finset.sum_mul, Finset.mul_sum]
  symm
  rw [Finset.sum_comm]
  refine Finset.sum_congr rfl fun i _ => ?_
  rw [Finset.sum_comm]
  refine Finset.sum_congr rfl fun j _ => Finset.sum_congr rfl fun a _ => ?_
  ring

variable [DecidableEq n]

/-- The path average of the propagated overlap is `⟨T, B̄ᵐ φ⟩`, with `B̄` the mean propagator. -/
theorem pathMean_walker (p : X → ℝ) (B : X → Matrix n n ℂ) (φ : n → ℂ) (m : ℕ) (T : n → ℂ) :
    pathMean p m (fun x => overlap T (walker B φ m x)) = overlap T (meanB p B ^ m *ᵥ φ) := by
  induction m generalizing T with
  | zero => simp [pathMean, walker]
  | succ m ih =>
    -- a path of m + 1 fields is a path of m fields and a last field
    let e : (Fin m → X) × X ≃ (Fin (m + 1) → X) :=
      { toFun := fun q => Fin.snoc (α := fun _ => X) q.1 q.2
        invFun := fun x => (fun i => x i.castSucc, x (Fin.last m))
        left_inv := fun q => by simp
        right_inv := fun x => by
          funext i
          refine Fin.lastCases ?_ (fun j => ?_) i <;> simp }
    rw [pow_succ', ← Matrix.mulVec_mulVec, ← overlap_adjoint, ← ih]
    unfold pathMean
    rw [← e.sum_comp, Fintype.sum_prod_type]
    refine Finset.sum_congr rfl fun y _ => ?_
    -- average over the last field
    rw [overlap_adjoint, overlap_meanB, Finset.mul_sum]
    refine Finset.sum_congr rfl fun a _ => ?_
    simp only [e, Equiv.coe_fn_mk, walker, Fin.prod_univ_castSucc, Fin.snoc_castSucc,
      Fin.snoc_last]
    ring

end

end PathMeanWalker
```

The error:

```
Main.lean:70:8: error: Tactic `rewrite` failed: Did not find an occurrence of the pattern
  overlap (?Aᴴ *ᵥ ?T) ?φ
in the target expression
  ∑ y_1, (∏ i, ↑(p (e (y, y_1) i))) * (fun x => overlap T (walker B φ (m + 1) x)) (e (y, y_1)) =
    (∏ i, ↑(p (y i))) * (fun x => overlap ((meanB p B)ᴴ *ᵥ T) (walker B φ m x)) y

case succ
X : Type u_1
n : Type u_2
inst✝² : Fintype n
inst✝¹ : Fintype X
inst✝ : DecidableEq n
p : X → ℝ
B : X → Matrix n n ℂ
φ : n → ℂ
m : ℕ
ih : ∀ (T : n → ℂ), (pathMean p m fun x => overlap T (walker B φ m x)) = overlap T (meanB p B ^ m *ᵥ φ)
T : n → ℂ
e : (Fin m → X) × X ≃ (Fin (m + 1) → X) :=
  { toFun := fun q => Fin.snoc q.1 q.2, invFun := fun x => (fun i => x i.castSucc, x (Fin.last m)), left_inv := ⋯,
    right_inv := ⋯ }
y : Fin m → X
x✝ : y ∈ Finset.univ
⊢ ∑ y_1, (∏ i, ↑(p (e (y, y_1) i))) * (fun x => overlap T (walker B φ (m + 1) x)) (e (y, y_1)) =
    (∏ i, ↑(p (y i))) * (fun x => overlap ((meanB p B)ᴴ *ᵥ T) (walker B φ m x)) y
```

The change, after which it compiles:

```diff
@@ -68,4 +68,5 @@
     refine Finset.sum_congr rfl fun y _ => ?_
     -- average over the last field
+    beta_reduce
     rw [overlap_adjoint, overlap_meanB, Finset.mul_sum]
     refine Finset.sum_congr rfl fun a _ => ?_
```

What went wrong. The error says that `rw [overlap_adjoint, …]` found no overlap whose first argument is an adjoint matrix applied to a vector. Such an overlap can be seen on the right of the goal, but it stands inside a function that has not yet been applied to its argument: `(fun x => overlap ((meanB p B)ᴴ *ᵥ T) (walker B φ m x)) y`. There the walker depends on the bound variable `x`. To match, `rw` would have to set `?φ` to `walker B φ m x`, and it cannot use a term whose variable is bound inside the expression being searched. The function is there because `pathMean` takes its summand as a function, and unfolding the definition left that function applied to the path without carrying out the substitution.

The added `beta_reduce` carries it out. The right side then contains `overlap ((meanB p B)ᴴ *ᵥ T) (walker B φ m y)`, where `y` is a fixed path from the context, so `overlap_adjoint` matches and moves the mean propagator back to the walker, where `overlap_meanB` can expand it.
